# The Bloch–Grüneisen resistivity: the $T^5$ law and the first correction to the linear law

Cool a clean metal from well above its Debye temperature. At first the resistivity due to phonons falls roughly in proportion to $T$; far below the Debye temperature it drops much faster than in proportion to $T$. The Bloch–Grüneisen formula describes both regimes with one integral. What power of $T$ does it give in the cold, and how large is the first deviation from the linear law in the heat?

## Two limits of one integral

For $x>0$, the phonon energy in units of $k_BT$, let

$$k(x)=\frac{x^5e^x}{(e^x-1)^2},\qquad J_5(y)=\int_0^y k(x)\,dx,\qquad \rho(T)=C\left(\frac T\theta\right)^5J_5\!\left(\frac\theta T\right).$$

The Debye temperature $\theta>0$ sets the phonon cutoff. The constant $C$, with the units of a resistivity, stands for the strength of the electron–phonon coupling and is taken as independent of temperature. The formula is the starting point here; it is not derived from the Boltzmann equation. It idealises the metal as isotropic, with a Debye spectrum and without umklapp or impurity scattering. The claims are

$$\frac{\rho(T)}{T^5}\to\frac{120\,C}{\theta^5}\sum_{n=0}^\infty\frac1{(n+1)^5}\quad(T\to0^+),$$

$$T^2\left(\frac{\rho(T)}{CT/(4\theta)}-1\right)\to-\frac{\theta^2}{18}\quad(T\to\infty,\ C\neq0).$$

**Low temperature.** Put $r=e^{-x}<1$. The geometric series and its derivative give

$$\frac{e^x}{(e^x-1)^2}=\frac r{(1-r)^2}=\sum_{n=0}^\infty(n+1)e^{-(n+1)x}.$$

Since $\int_0^\infty x^5e^{-(n+1)x}dx=5!/(n+1)^6$, the $n$-th term of $k$ integrates to $120/(n+1)^5$. All terms are positive and these integrals have a finite sum, so sum and integral may be exchanged:

$$J_5(y)\to\int_0^\infty k(x)\,dx=120\sum_{n=0}^\infty\frac1{(n+1)^5}\quad(y\to\infty).$$

With $y=\theta/T$ we have $\rho/T^5=(C/\theta^5)J_5(y)$, which is the first claim.

**High temperature.** Write $e^x=1+x+x^2/2+x^3w(x)$. Taylor's theorem gives $w\to1/6$ as $x\to0^+$. Let $d=(e^x-1)/x=1+x/2+x^2w$. Then $k=x^3e^x/d^2$, and

$$d^2=1+x+\frac{x^2}4+2x^2w+x^3w+x^4w^2.$$

Subtracting this from $e^x$ cancels the terms $1$, $x$ and $x^3w$, so

$$\frac{k(x)-x^3}{x^5}=\frac{e^x-d^2}{x^2d^2}=\frac{\frac14-2w-x^2w^2}{d^2}\to\frac14-\frac13=-\frac1{12}.$$

By L'Hôpital's rule,

$$\lim_{y\to0^+}\frac{J_5(y)-y^4/4}{y^6}=\lim_{y\to0^+}\frac{k(y)-y^3}{6y^5}=-\frac1{72},$$

and multiplication by $4$ gives

$$\frac{4J_5(y)/y^4-1}{y^2}\to-\frac1{18}.$$

For $y=\theta/T$ the ratio of $\rho$ to $CT/(4\theta)$ is $4J_5(y)/y^4$, and $T^2=\theta^2/y^2$. This is the second claim, usually written $\rho\approx\frac{CT}{4\theta}\left(1-\frac{\theta^2}{18T^2}\right)$.

## The formula as Lean definitions

```lean
import Mathlib

open MeasureTheory Filter Set Topology

namespace BlochGruneisenExpansion

noncomputable section
```

The integrand is a function on all real numbers. Its value at the single point $x=0$ has no effect on the integral.

```lean
/-- The Bloch-Grüneisen integrand `x^5 e^x / (e^x - 1)^2`, meant for `x ≠ 0`. -/
def kernel (x : ℝ) : ℝ := x ^ 5 * Real.exp x / (Real.exp x - 1) ^ 2
```

`J5` is an integral between two real endpoints.

```lean
/-- The Bloch-Grüneisen integral `J5(y)`, taken from `0` to `y`. -/
def J5 (y : ℝ) : ℝ := ∫ x in (0 : ℝ)..y, kernel x
```

In `resistivity`, the arguments `C`, `θ` and `T` are real numbers without units; the signs needed are hypotheses of the theorems.

```lean
/-- The phonon resistivity at temperature `T`, with Debye temperature `θ` and
coupling strength `C`, meant for `T ≠ 0` and `θ ≠ 0`. -/
def resistivity (C θ T : ℝ) : ℝ := C * (T / θ) ^ 5 * J5 (θ / T)
```

The function $w$ of the derivation is `expTail`.

```lean
/-- The exponential minus its second-order Taylor polynomial at `0`, divided by `x^3`; meant for `x
≠ 0`. -/
def expTail (x : ℝ) : ℝ := (Real.exp x - 1 - x - x ^ 2 / 2) / x ^ 3
```

## The half-line integral and its series

The Gamma-function integral from Mathlib, with $\Gamma(6)=120$, gives the moment of one Boltzmann factor.

```lean
/-- The fifth moment of a Boltzmann factor with rate `r > 0` is `120 / r^6`. -/
theorem boltzmann_moment {r : ℝ} (hr : 0 < r) :
    ∫ x in Ioi (0 : ℝ), x ^ 5 * Real.exp (-(r * x)) = 120 / r ^ 6 := by
  have h := Real.integral_rpow_mul_exp_neg_mul_Ioi (a := 6) (r := r) (by norm_num) hr
  have e : (6 : ℝ) - 1 = ((5 : ℕ) : ℝ) := by norm_num
  have g : Real.Gamma 6 = 120 := by
    rw [show (6 : ℝ) = ((5 : ℕ) : ℝ) + 1 by norm_num, Real.Gamma_nat_eq_factorial]
    norm_num [Nat.factorial]
  have p : (1 / r) ^ (6 : ℝ) = (1 / r) ^ (6 : ℕ) := by
    exact_mod_cast Real.rpow_natCast (1 / r) 6
  rw [e] at h
  simp only [Real.rpow_natCast] at h
  rw [h, g, p]
  ring
```

`HasSum` says that the series converges to the stated value. In the proof, `ser` sums the weighted geometric series, and `alg` rewrites the result from $r=e^{-x}$ to $e^x$.

```lean
/-- For `x > 0` the integrand is a sum of Boltzmann factors `e^{-(n+1)x}` with
weights `(n+1) x^5`. -/
theorem kernel_hasSum {x : ℝ} (hx : 0 < x) :
    HasSum (fun n : ℕ => ((n : ℝ) + 1) * (x ^ 5 * Real.exp (-(((n : ℝ) + 1) * x))))
      (kernel x) := by
  -- the weighted geometric series
  have ser : ∀ c r : ℝ, 0 ≤ r → r < 1 →
      HasSum (fun n : ℕ => ((n : ℝ) + 1) * (c * r ^ (n + 1)))
        (c * r * (r / (1 - r) ^ 2 + (1 - r)⁻¹)) := by
    intro c r h0 h1
    have hn : ‖r‖ < 1 := by rwa [Real.norm_of_nonneg h0]
    have h := ((hasSum_coe_mul_geometric_of_norm_lt_one hn).add
      (hasSum_geometric_of_lt_one h0 h1)).mul_left (c * r)
    have hf : (fun n : ℕ => ((n : ℝ) + 1) * (c * r ^ (n + 1))) =
        fun n : ℕ => c * r * ((n : ℝ) * r ^ n + r ^ n) := by
      funext n
      rw [pow_succ]
      ring
    rw [hf]
    exact h
  -- its sum in terms of the inverse Boltzmann factor `E = 1/r`
  have alg : ∀ E r c : ℝ, E * r = 1 → E - 1 ≠ 0 → 1 - r ≠ 0 →
      c * E / (E - 1) ^ 2 = c * r * (r / (1 - r) ^ 2 + (1 - r)⁻¹) := by
    intro E r c h hE hr
    have hi : (1 - r)⁻¹ = (1 - r) / (1 - r) ^ 2 := by
      rw [eq_div_iff (pow_ne_zero 2 hr), pow_two, inv_mul_cancel_left₀ hr]
    rw [hi, ← add_div, add_sub_cancel, mul_one_div,
      div_eq_div_iff (pow_ne_zero 2 hE) (pow_ne_zero 2 hr)]
    linear_combination c * (r - E) * h
  have hlt : Real.exp (-x) < 1 := Real.exp_lt_one_iff.mpr (neg_lt_zero.mpr hx)
  have hmul : Real.exp x * Real.exp (-x) = 1 := by
    rw [← Real.exp_add, add_neg_cancel, Real.exp_zero]
  have hv : kernel x = x ^ 5 * Real.exp (-x) *
      (Real.exp (-x) / (1 - Real.exp (-x)) ^ 2 + (1 - Real.exp (-x))⁻¹) := by
    unfold kernel
    exact alg _ _ _ hmul (sub_pos.mpr (Real.one_lt_exp_iff.mpr hx)).ne'
      (sub_pos.mpr hlt).ne'
  have he : ∀ n : ℕ, Real.exp (-(((n : ℝ) + 1) * x)) = Real.exp (-x) ^ (n + 1) := by
    intro n
    have e : -(((n : ℝ) + 1) * x) = ((n + 1 : ℕ) : ℝ) * (-x) := by
      push_cast
      ring
    exact (congrArg Real.exp e).trans (Real.exp_nat_mul (-x) (n + 1))
  simp only [he]
  rw [hv]
  exact ser (x ^ 5) (Real.exp (-x)) (Real.exp_pos _).le hlt
```

The next theorem makes the exchange of sum and integral. `hI` computes each term, `hs` is the convergence of $\sum1/(n+1)^5$, and `hN` is the summability of the integrated norms that the exchange needs. Integrability is obtained by a shortcut: Lean assigns the value $0$ to the integral of a non-integrable function, so a non-zero integral proves integrability. The argument is used for each term and then for `kernel`.

```lean
/-- The integrand is integrable on the positive half line, and its integral is
`120 ∑ 1/n^5`, the sum running over `n ≥ 1`. -/
theorem kernel_integral : IntegrableOn kernel (Ioi 0) ∧
    ∫ x in Ioi (0 : ℝ), kernel x = 120 * ∑' n : ℕ, 1 / ((n : ℝ) + 1) ^ 5 := by
  let F : ℕ → ℝ → ℝ := fun n x =>
    ((n : ℝ) + 1) * (x ^ 5 * Real.exp (-(((n : ℝ) + 1) * x)))
  have hI : ∀ n, ∫ x in Ioi (0 : ℝ), F n x = 120 * (1 / ((n : ℝ) + 1) ^ 5) := by
    intro n
    simp only [F]
    rw [integral_const_mul, boltzmann_moment (by positivity)]
    field_simp
  have hs : Summable fun n : ℕ => 1 / ((n : ℝ) + 1) ^ 5 := by
    have h := (summable_nat_add_iff 1).mpr
      (Real.summable_one_div_nat_pow.mpr (by norm_num : 1 < 5))
    simpa using h
  -- a function with non-zero integral is integrable
  have hF : ∀ n, Integrable (F n) (volume.restrict (Ioi 0)) := by
    intro n
    by_contra h
    have h0 := integral_undef h
    rw [hI n] at h0
    have h1 : 0 < 120 * (1 / ((n : ℝ) + 1) ^ 5) := by positivity
    exact h1.ne' h0
  have hN : Summable fun n => ∫ x in Ioi (0 : ℝ), ‖F n x‖ := by
    refine (hs.mul_left 120).congr fun n => ?_
    rw [← hI n]
    refine setIntegral_congr_fun measurableSet_Ioi fun x hx => ?_
    have hx' : 0 < x := hx
    exact (Real.norm_of_nonneg (by positivity)).symm
  -- exchange of sum and integral
  have hsum := hasSum_integral_of_summable_integral_norm hF hN
  have hk : ∫ x in Ioi (0 : ℝ), ∑' n, F n x = ∫ x in Ioi (0 : ℝ), kernel x :=
    setIntegral_congr_fun measurableSet_Ioi fun x hx => (kernel_hasSum hx).tsum_eq
  rw [hk] at hsum
  simp only [hI] at hsum
  have hv : ∫ x in Ioi (0 : ℝ), kernel x = 120 * ∑' n : ℕ, 1 / ((n : ℝ) + 1) ^ 5 := by
    rw [← hsum.tsum_eq, tsum_mul_left]
  refine ⟨?_, hv⟩
  by_contra h
  have h0 := integral_undef h
  rw [hv] at h0
  have hp := hs.tsum_pos (fun n => by positivity) 0 (by norm_num)
  linarith
```

`Tendsto J5 atTop (𝓝 ...)` is the limit $y\to\infty$. It follows from integrability on the half line.

```lean
/-- As `y → ∞`, `J5(y)` tends to `120 ∑ 1/n^5`, the sum running over `n ≥ 1`. -/
theorem J5_tendsto_atTop :
    Tendsto J5 atTop (𝓝 (120 * ∑' n : ℕ, 1 / ((n : ℝ) + 1) ^ 5)) := by
  rw [← kernel_integral.2]
  exact intervalIntegral_tendsto_integral_Ioi 0 kernel_integral.1 tendsto_id
```

## From the Taylor remainder to $-1/18$

The filter `𝓝[>] 0` expresses an approach to zero from above. For $0<x<1$ the exponential bound yields $|w(x)-1/6|\le x$, and squeezing finishes the proof.

```lean
/-- The scaled Taylor remainder of the exponential tends to `1/6` as `x → 0+`. -/
theorem expTail_tendsto : Tendsto expTail (𝓝[>] 0) (𝓝 (1 / 6)) := by
  rw [tendsto_iff_norm_sub_tendsto_zero]
  have hid : Tendsto (fun x : ℝ => x) (𝓝[>] 0) (𝓝 0) :=
    tendsto_id.mono_left nhdsWithin_le_nhds
  refine squeeze_zero' (Eventually.of_forall fun x => norm_nonneg _) ?_ hid
  filter_upwards [Ioo_mem_nhdsGT (zero_lt_one' ℝ)] with x hx
  have h3 : 0 < x ^ 3 := pow_pos hx.1 3
  have hb := Real.exp_bound (x := x) (by rw [abs_of_pos hx.1]; exact hx.2.le)
    (n := 4) (by norm_num)
  rw [abs_of_pos hx.1] at hb
  obtain ⟨h1, h2⟩ := abs_le.mp hb
  norm_num [Finset.sum_range_succ, Nat.factorial] at h1 h2
  have e : expTail x - 1 / 6 = (Real.exp x - 1 - x - x ^ 2 / 2 - x ^ 3 / 6) / x ^ 3 := by
    unfold expTail
    rw [eq_div_iff h3.ne', sub_mul, div_mul_cancel₀ _ h3.ne']
    ring
  rw [Real.norm_eq_abs, e, abs_div, abs_of_pos h3, div_le_iff₀ h3, abs_le]
  constructor <;> nlinarith [pow_pos hx.1 4]
```

Here `h` is the limit of the explicit quotient in $w$. The rest shows that this quotient equals $(k-x^3)/x^5$ for $x>0$: `hE` is $e^x-1=xd$, and `key` is the cancellation in $e^x-d^2$.

```lean
/-- The integrand deviates from its classical form `x^3` by `-x^5/12` to leading order
as `x → 0+`. -/
theorem kernel_correction :
    Tendsto (fun x => (kernel x - x ^ 3) / x ^ 5) (𝓝[>] 0) (𝓝 (-1 / 12)) := by
  have hid : Tendsto (fun x : ℝ => x) (𝓝[>] 0) (𝓝 0) :=
    tendsto_id.mono_left nhdsWithin_le_nhds
  have hw := expTail_tendsto
  have hN := ((tendsto_const_nhds (x := (1 / 4 : ℝ))).sub (hw.const_mul 2)).sub
    ((hid.pow 2).mul (hw.pow 2))
  have hD := (((tendsto_const_nhds (x := (1 : ℝ))).add (hid.div_const 2)).add
    ((hid.pow 2).mul hw)).pow 2
  have hv : (1 / 4 - 2 * (1 / 6) - 0 ^ 2 * (1 / 6) ^ 2) /
      (1 + 0 / 2 + 0 ^ 2 * (1 / 6)) ^ 2 = (-1 / 12 : ℝ) := by norm_num
  have h : Tendsto (fun x => (1 / 4 - 2 * expTail x - x ^ 2 * expTail x ^ 2) /
      (1 + x / 2 + x ^ 2 * expTail x) ^ 2) (𝓝[>] 0) (𝓝 (-1 / 12)) := by
    rw [← hv]
    exact hN.div hD (by norm_num)
  refine h.congr' ?_
  filter_upwards [self_mem_nhdsWithin] with x hx
  have hx0 : 0 < x := hx
  have hxn : x ≠ 0 := hx0.ne'
  have ht : x ^ 3 * expTail x = Real.exp x - 1 - x - x ^ 2 / 2 := by
    unfold expTail
    field_simp
  obtain ⟨d, hd⟩ : ∃ d, d = 1 + x / 2 + x ^ 2 * expTail x := ⟨_, rfl⟩
  have hE : Real.exp x - 1 = x * d := by rw [hd]; linear_combination -ht
  have hdn : d ≠ 0 := by
    rintro rfl
    have := Real.one_lt_exp_iff.mpr hx0
    linarith
  have hk : (kernel x - x ^ 3) / x ^ 5 = (Real.exp x - d ^ 2) / (x ^ 2 * d ^ 2) := by
    unfold kernel
    rw [hE]
    field_simp
  have key : Real.exp x - d ^ 2 =
      x ^ 2 * (1 / 4 - 2 * expTail x - x ^ 2 * expTail x ^ 2) := by
    rw [hd]
    linear_combination -ht
  rw [hk, key, ← hd, mul_div_mul_left _ _ (pow_ne_zero 2 hxn)]
```

The form of L'Hôpital's rule used here assumes that numerator and denominator tend to zero, and it takes their derivatives as input. `hJ0` gives $J_5(y)\to0$ from continuity of the primitive; `hJ` gives $J_5'(y)=k(y)$ from the fundamental theorem of calculus. The final steps multiply by $4$ and rearrange.

```lean
/-- As `y → 0+`, the relative correction to `J5(y) ≈ y^4/4`, divided by `y^2`,
tends to `-1/18`. -/
theorem J5_correction :
    Tendsto (fun y => (4 * J5 y / y ^ 4 - 1) / y ^ 2) (𝓝[>] 0) (𝓝 (-1 / 18)) := by
  have hid : Tendsto (fun x : ℝ => x) (𝓝[>] 0) (𝓝 0) :=
    tendsto_id.mono_left nhdsWithin_le_nhds
  have hm : Measurable kernel := by unfold kernel; fun_prop
  have hJ0 : Tendsto J5 (𝓝[>] 0) (𝓝 0) := by
    have hi : IntegrableOn kernel (uIcc 0 1) := by
      rw [uIcc_of_le zero_le_one, integrableOn_Icc_iff_integrableOn_Ioc]
      exact kernel_integral.1.mono_set Ioc_subset_Ioi_self
    have hc := intervalIntegral.continuousOn_primitive_interval hi 0 left_mem_uIcc
    rw [uIcc_of_le zero_le_one] at hc
    have h := hc.tendsto.mono_left (nhdsWithin_le_of_mem (Icc_mem_nhdsGT zero_lt_one))
    rw [intervalIntegral.integral_same] at h
    exact h
  -- L'Hôpital's rule for (J5 y - y^4/4) / y^6
  have hL : Tendsto (fun y => (J5 y - y ^ 4 / 4) / y ^ 6) (𝓝[>] 0) (𝓝 (-1 / 12 / 6)) := by
    refine HasDerivAt.lhopital_zero_nhdsGT (f' := fun y => kernel y - y ^ 3)
      (g' := fun y => 6 * y ^ 5) ?_ ?_ ?_ ?_ ?_ ?_
    · filter_upwards [self_mem_nhdsWithin] with y hy
      have hy0 : 0 < y := hy
      have hc : ContinuousAt kernel y := by
        unfold kernel
        exact ContinuousAt.div (by fun_prop) (by fun_prop)
          (pow_ne_zero 2 (sub_pos.mpr (Real.one_lt_exp_iff.mpr hy0)).ne')
      have hJ : HasDerivAt J5 (kernel y) y :=
        intervalIntegral.integral_hasDerivAt_right
          ((intervalIntegrable_iff_integrableOn_Ioc_of_le hy0.le).mpr
            (kernel_integral.1.mono_set Ioc_subset_Ioi_self))
          hm.stronglyMeasurable.stronglyMeasurableAtFilter hc
      have h4 : HasDerivAt (fun y : ℝ => y ^ 4 / 4) (y ^ 3) y :=
        ((hasDerivAt_pow 4 y).div_const 4).congr_deriv (by
          change ((4 : ℕ) : ℝ) * y ^ 3 / 4 = y ^ 3
          push_cast
          ring)
      exact hJ.fun_sub h4
    · exact Eventually.of_forall fun y => by simpa using hasDerivAt_pow 6 y
    · filter_upwards [self_mem_nhdsWithin] with y hy
      have hy0 : 0 < y := hy
      positivity
    · simpa using hJ0.sub ((hid.pow 4).div_const 4)
    · simpa using hid.pow 6
    · refine (kernel_correction.div_const 6).congr fun y => ?_
      rw [div_div, mul_comm]
  have h := hL.const_mul 4
  rw [show (4 : ℝ) * (-1 / 12 / 6) = -1 / 18 by norm_num] at h
  refine h.congr' ?_
  filter_upwards [self_mem_nhdsWithin] with y hy
  have hy0 : y ≠ 0 := ne_of_gt hy
  field_simp
```

## The two resistivity laws

Both proofs substitute $y=\theta/T$. As $T\to0^+$, $y$ tends to infinity. The theorem holds for every real `C`; a genuine $T^5$ law needs $C\neq0$, since otherwise both sides vanish.

```lean
/-- Low temperatures: `ρ(T)/T^5` tends to `120 C ∑ 1/n^5 / θ^5` as `T → 0+`, the sum
running over `n ≥ 1`. -/
theorem resistivity_low (C : ℝ) {θ : ℝ} (hθ : 0 < θ) :
    Tendsto (fun T => resistivity C θ T / T ^ 5) (𝓝[>] 0)
      (𝓝 (C / θ ^ 5 * (120 * ∑' n : ℕ, 1 / ((n : ℝ) + 1) ^ 5))) := by
  have hy : Tendsto (fun T : ℝ => θ / T) (𝓝[>] 0) atTop := by
    simp only [div_eq_mul_inv]
    exact tendsto_inv_nhdsGT_zero.const_mul_atTop hθ
  refine ((J5_tendsto_atTop.comp hy).const_mul (C / θ ^ 5)).congr' ?_
  filter_upwards [self_mem_nhdsWithin] with T hT
  have hT0 : T ≠ 0 := ne_of_gt hT
  simp only [Function.comp_apply, resistivity]
  field_simp
```

As $T\to\infty$, $y$ tends to zero from above. The hypothesis `hC` is needed because the linear law $CT/(4\theta)$ is a divisor.

```lean
/-- High temperatures: the relative deviation of `ρ(T)` from the linear law `C T/(4θ)`,
multiplied by `T^2`, tends to `-θ^2/18` as `T → ∞`. -/
theorem resistivity_high {C θ : ℝ} (hC : C ≠ 0) (hθ : 0 < θ) :
    Tendsto (fun T => T ^ 2 * (resistivity C θ T / (C * T / (4 * θ)) - 1)) atTop
      (𝓝 (-θ ^ 2 / 18)) := by
  have hy : Tendsto (fun T : ℝ => θ / T) atTop (𝓝[>] 0) := by
    refine tendsto_nhdsWithin_iff.mpr ⟨tendsto_const_nhds.div_atTop tendsto_id, ?_⟩
    filter_upwards [eventually_gt_atTop 0] with T hT
    exact div_pos hθ hT
  have h := (J5_correction.comp hy).const_mul (θ ^ 2)
  rw [show θ ^ 2 * (-1 / 18) = -θ ^ 2 / 18 by ring] at h
  refine h.congr' ?_
  filter_upwards [eventually_gt_atTop 0] with T hT
  have hT0 : T ≠ 0 := hT.ne'
  simp only [Function.comp_apply, resistivity]
  generalize J5 (θ / T) = j
  field_simp

end

end BlochGruneisenExpansion
```

```lean
#print axioms BlochGruneisenExpansion.resistivity_low
-- 'BlochGruneisenExpansion.resistivity_low' depends on axioms: [propext, Classical.choice, Quot.sound]
#print axioms BlochGruneisenExpansion.resistivity_high
-- 'BlochGruneisenExpansion.resistivity_high' depends on axioms: [propext, Classical.choice, Quot.sound]
```

## Error bounds and numerical evaluation

The high-temperature theorem fixes the coefficient of $1/T^2$ but gives no error at a finite temperature. A different formulation would bound the difference between $\rho/(CT/(4\theta))$ and $1-\theta^2/(18T^2)$ by a constant times $\theta^4/T^4$ for large $T$. A longer Taylor expansion is one way to obtain it. With an explicit constant and an explicit range of $T$, such a bound would tell a user where the approximation is good enough.

In a program that fits measured resistivities, $J_5(\theta/T)$ can be found by quadrature. The form $x^5e^{-x}/(1-e^{-x})^2$ avoids overflow at large $x$, and computing $1-e^{-x}$ as `-expm1(-x)` avoids the loss of digits at small $x$. Within this isotropic model with a single Debye temperature, the two limits also check the quadrature: the computed $J_5$ should level off near $124.43$ for large $y$ and follow $\frac{y^4}4\left(1-\frac{y^2}{18}\right)$ for small $y$.
